# The smallest positive and largest eigenvalues of a nonzero overlap matrix are the optimal frame bounds on the span of a finite family

Let vᵢ be finitely many vectors in a complex inner-product space, with the inner product linear in its second argument. They need be neither normalised nor linearly independent. Their overlap matrix S has the entries Sᵢⱼ = ⟨vᵢ, vⱼ⟩, and for a vector x I write

F(x) = Σᵢ |⟨vᵢ, x⟩|².

Suppose S ≠ 0, and let m be its smallest positive eigenvalue and M its largest eigenvalue. I believe that every x in the span of the family satisfies

m ‖x‖² ≤ F(x) ≤ M ‖x‖²,

and that each bound is attained by some nonzero x in the span. When the family is overcomplete, S has zero eigenvalues and the coefficients of x are not unique, so I would like to see the argument made rigorous and checked by machine. Can this be done in Lean, including the existence of m and M?

## Both sums in the eigenbasis of S

Yes. Write c for a column of coefficients cᵢ, c† for its conjugate transpose, and x = Σⱼ cⱼ vⱼ for the vector that it expands. Every x in the span has this form, and any choice of c will do. Linearity gives

(S c)ᵢ = Σⱼ ⟨vᵢ, vⱼ⟩ cⱼ = ⟨vᵢ, x⟩.

Two identities follow:

‖x‖² = Σᵢ cᵢ* ⟨vᵢ, x⟩ = c† S c,

F(x) = Σᵢ |(S c)ᵢ|².

The matrix S is Hermitian because ⟨vⱼ, vᵢ⟩* = ⟨vᵢ, vⱼ⟩. It therefore has an orthonormal eigenbasis bₖ with S bₖ = λₖ bₖ and real λₖ. The first identity, applied to c = bₖ, shows that λₖ = bₖ† S bₖ is a squared norm, so λₖ ≥ 0.

Now set pₖ = |bₖ† c|² ≥ 0. Since S is Hermitian, bₖ† S c = λₖ bₖ† c. Inserting the resolution of the identity gives

‖x‖² = Σₖ (c† bₖ)(bₖ† S c) = Σₖ λₖ pₖ,

F(x) = Σₖ |bₖ† S c|² = Σₖ λₖ² pₖ.

The bounds hold term by term. If λₖ = 0, the term vanishes in both sums. If λₖ > 0, then m ≤ λₖ ≤ M, and multiplication by λₖ pₖ ≥ 0 gives

m λₖ pₖ ≤ λₖ² pₖ ≤ M λₖ pₖ.

Summing over k proves both inequalities. Null vectors of S do no harm because they contribute neither to ‖x‖² nor to F(x).

## Vectors that attain the bounds

Let S c = μ c with c ≠ 0 and μ > 0, and let x be the vector expanded by c. Then ⟨vᵢ, x⟩ = μ cᵢ. If x were zero, every μ cᵢ would vanish, and hence c would too; so x ≠ 0. Moreover,

‖x‖² = Σᵢ cᵢ* μ cᵢ = μ Σᵢ |cᵢ|²,

F(x) = μ² Σᵢ |cᵢ|² = μ ‖x‖².

The normalised vector x/‖x‖ thus has frame sum μ. Taking μ = m and μ = M, where M ≥ m > 0, gives attainment.

It remains to find m and M. If all λₖ were zero, the formula for ‖x‖² would make every vᵢ zero, and then S = 0. So some λₖ is positive, and the finite list of λₖ has a least positive member α and a greatest member β. Any positive eigenvalue μ has a nonzero x with F(x) = μ ‖x‖², and the term-by-term estimate, with α and β as the bounds on the positive λₖ, places μ between α and β. An eigenvalue μ ≤ 0 is at most β in any case. Hence m = α and M = β.

For a finite non-orthogonal basis of normalised functions in electronic structure, a very small m means that the span contains a normalised state whose squared overlaps with all the basis functions add up to only m, which is one way to quantify near linear dependence in exact arithmetic.

## What the Lean theorems say

The space `E` is any complex inner-product space; neither completeness nor finite dimension is assumed. The family is `v : ι → E` with a finite index type `ι`. S is `overlap v`, the expanded vector is `synth v c`, and F(x) is `frameSum v x`. Lean's `inner ℂ` follows the convention above, conjugate-linear in the first argument.

`IsOverlapEigenvalue v μ` says that the real number μ satisfies S c = μ c for some nonzero c. Restricting μ to real values loses nothing, since S is Hermitian. The hypothesis `hm` uses `IsLeast` to say that m is a positive eigenvalue and that no positive eigenvalue is smaller. The hypothesis `hM` uses `IsGreatest` to say that M is an eigenvalue and that none is larger.

Three theorems together answer the question:

- `exists_extreme_eigenvalues` derives the existence of m and M from `overlap v ≠ 0`.
- `overlap_frame_bounds` takes such m and M and gives both inequalities on `Submodule.span ℂ (Set.range v)`, together with a nonzero vector in the span for each equality.
- `frame_bounds_iff` states that real constants A and B satisfy A ‖x‖² ≤ F(x) ≤ B ‖x‖² throughout the span exactly when A ≤ m and M ≤ B. This is the sense in which the bounds are optimal.

The restriction to the span matters for the lower bound: a nonzero vector orthogonal to every vᵢ has F(x) = 0. Infinite families are not treated. For a single nonzero vector v, both m and M equal ‖v‖².

```lean
import Mathlib

open Matrix ComplexConjugate

namespace OvercompleteFrameBounds

noncomputable section

variable {E : Type*} [NormedAddCommGroup E] [InnerProductSpace ℂ E]
variable {ι : Type*} [Fintype ι]

/-- The overlap matrix of a family of vectors, with entries `⟨v i, v j⟩`. -/
def overlap (v : ι → E) : Matrix ι ι ℂ := Matrix.of fun i j => inner ℂ (v i) (v j)

/-- The vector with expansion coefficients `c` in the family `v`. -/
def synth (v : ι → E) (c : ι → ℂ) : E := ∑ i, c i • v i

/-- The sum of the squared moduli of the overlaps of `x` with the members of the family. -/
def frameSum (v : ι → E) (x : E) : ℝ := ∑ i, ‖inner ℂ (v i) x‖ ^ 2

/-- The real number `μ` is an eigenvalue of the overlap matrix. -/
def IsOverlapEigenvalue (v : ι → E) (μ : ℝ) : Prop :=
  ∃ c : ι → ℂ, c ≠ 0 ∧ overlap v *ᵥ c = (μ : ℂ) • c

/-- The overlap matrix applied to coefficients gives the overlaps of the family with the
vector that has these coefficients. -/
theorem overlap_mulVec (v : ι → E) (c : ι → ℂ) (i : ι) :
    (overlap v *ᵥ c) i = inner ℂ (v i) (synth v c) := by
  simp [overlap, synth, Matrix.mulVec, dotProduct, mul_comm]

/-- The inner product of an expanded vector with `x`, written through the overlaps of the
family with `x`. -/
theorem inner_synth (v : ι → E) (c : ι → ℂ) (x : E) :
    inner ℂ (synth v c) x = ∑ i, conj (c i) * inner ℂ (v i) x := by
  simp [synth, mul_comm]

/-- For an eigenvector `c` of the overlap matrix, the expanded vector has squared norm `μ`
times that of `c`, and its frame sum is `μ` times its own squared norm. -/
theorem eigenvector_frameSum {v : ι → E} {c : ι → ℂ} {μ : ℝ}
    (h : overlap v *ᵥ c = (μ : ℂ) • c) :
    ‖synth v c‖ ^ 2 = μ * ∑ i, ‖c i‖ ^ 2 ∧
      frameSum v (synth v c) = μ * ‖synth v c‖ ^ 2 := by
  have hi : ∀ i, inner ℂ (v i) (synth v c) = (μ : ℂ) * c i := by
    intro i
    rw [← overlap_mulVec, h, Pi.smul_apply, smul_eq_mul]
  have hn : ‖synth v c‖ ^ 2 = μ * ∑ i, ‖c i‖ ^ 2 := by
    have h2 : inner ℂ (synth v c) (synth v c) = (‖synth v c‖ : ℂ) ^ 2 :=
      inner_self_eq_norm_sq_to_K _
    have h1 : ((‖synth v c‖ ^ 2 : ℝ) : ℂ) = ((μ * ∑ i, ‖c i‖ ^ 2 : ℝ) : ℂ) := by
      push_cast
      rw [← h2, inner_synth, Finset.mul_sum]
      refine Finset.sum_congr rfl fun i _ => ?_
      rw [hi, ← Complex.conj_mul']
      ring
    exact_mod_cast h1
  refine ⟨hn, ?_⟩
  rw [hn]
  simp only [frameSum, hi, norm_mul, mul_pow, Complex.norm_real, Real.norm_eq_abs, sq_abs]
  rw [← Finset.mul_sum]
  ring

/-- Each positive overlap eigenvalue is the ratio of frame sum to squared norm for some
nonzero vector in the span. -/
theorem eigenvalue_attained {v : ι → E} {μ : ℝ} (hμ : 0 < μ)
    (h : IsOverlapEigenvalue v μ) :
    ∃ x ∈ Submodule.span ℂ (Set.range v), x ≠ 0 ∧ frameSum v x = μ * ‖x‖ ^ 2 := by
  obtain ⟨c, hc, he⟩ := h
  refine ⟨synth v c, Submodule.sum_mem _ fun i _ =>
    Submodule.smul_mem _ _ (Submodule.subset_span ⟨i, rfl⟩), ?_, (eigenvector_frameSum he).2⟩
  intro h0
  apply hc
  ext i
  have hi := overlap_mulVec v c i
  rw [he, h0, inner_zero_right] at hi
  simpa [hμ.ne'] using hi

/-- There are nonnegative overlap eigenvalues `l k` such that each `x` in the span has
nonnegative weights `p k` with squared norm `∑ l p` and frame sum `∑ l² p`. -/
theorem spectral_resolution (v : ι → E) :
    ∃ l : ι → ℝ, (∀ k, 0 ≤ l k ∧ IsOverlapEigenvalue v (l k)) ∧
      ∀ x ∈ Submodule.span ℂ (Set.range v), ∃ p : ι → ℝ, (∀ k, 0 ≤ p k) ∧
        ‖x‖ ^ 2 = ∑ k, l k * p k ∧ frameSum v x = ∑ k, l k ^ 2 * p k := by
  classical
  have hH : (overlap v).IsHermitian := by
    ext i j
    simp [overlap, Matrix.conjTranspose_apply]
  let b := hH.eigenvectorBasis
  have hb : ∀ k, overlap v *ᵥ (b k).ofLp = (hH.eigenvalues k : ℂ) • (b k).ofLp := by
    intro k
    refine (hH.mulVec_eigenvectorBasis k).trans ?_
    ext i
    simp [b]
  have h1 : ∀ k, ∑ i, ‖(b k).ofLp i‖ ^ 2 = 1 := by
    intro k
    have h := EuclideanSpace.norm_sq_eq (b k)
    rw [b.orthonormal.1 k] at h
    linarith
  refine ⟨hH.eigenvalues, fun k => ⟨?_, (b k).ofLp, ?_, hb k⟩, ?_⟩
  · have h := (eigenvector_frameSum (hb k)).1
    rw [h1 k, mul_one] at h
    rw [← h]
    positivity
  · intro h0
    have h := h1 k
    simp [h0] at h
  intro x hx
  obtain ⟨c, hc⟩ := (Submodule.mem_span_range_iff_exists_fun ℂ).mp hx
  have hxc : synth v c = x := hc
  subst hxc
  let C : EuclideanSpace ℂ ι := WithLp.toLp 2 c
  let y : EuclideanSpace ℂ ι := WithLp.toLp 2 fun i => inner ℂ (v i) (synth v c)
  have he : ∀ d e : EuclideanSpace ℂ ι,
      inner ℂ d e = ∑ i, conj (d.ofLp i) * e.ofLp i := by
    intro d e
    simp [PiLp.inner_apply, mul_comm]
  -- in the eigenbasis the overlap matrix multiplies each coefficient by its eigenvalue
  have hk : ∀ k, inner ℂ (b k) y = (hH.eigenvalues k : ℂ) * inner ℂ (b k) C := by
    intro k
    rw [he, he]
    refine (inner_synth v (b k).ofLp (synth v c)).symm.trans ?_
    rw [← inner_conj_symm, inner_synth, map_sum, Finset.mul_sum]
    refine Finset.sum_congr rfl fun i _ => ?_
    rw [← overlap_mulVec, hb k]
    change _ = _ * (conj ((b k).ofLp i) * c i)
    simp only [Pi.smul_apply, smul_eq_mul, map_mul, Complex.conj_conj, Complex.conj_ofReal]
    ring
  refine ⟨fun k => ‖inner ℂ (b k) C‖ ^ 2, fun k => by positivity, ?_, ?_⟩
  · have h2 : inner ℂ (synth v c) (synth v c) = (‖synth v c‖ : ℂ) ^ 2 :=
      inner_self_eq_norm_sq_to_K _
    have h3 : ((‖synth v c‖ ^ 2 : ℝ) : ℂ) =
        ((∑ k, hH.eigenvalues k * ‖inner ℂ (b k) C‖ ^ 2 : ℝ) : ℂ) := by
      push_cast
      rw [← h2, inner_synth]
      refine (he C y).symm.trans ?_
      rw [← b.sum_inner_mul_inner C y]
      refine Finset.sum_congr rfl fun k _ => ?_
      rw [hk, ← inner_conj_symm C (b k), ← Complex.conj_mul']
      ring
    exact_mod_cast h3
  · calc frameSum v (synth v c) = ‖y‖ ^ 2 := (EuclideanSpace.norm_sq_eq y).symm
      _ = ∑ k, ‖inner ℂ (b k) y‖ ^ 2 := (b.sum_sq_norm_inner_right y).symm
      _ = _ := by
        refine Finset.sum_congr rfl fun k _ => ?_
        rw [hk, norm_mul, mul_pow, Complex.norm_real, Real.norm_eq_abs, sq_abs]

/-- For nonnegative `l` and weights `p`, the sum `∑ l² p` lies between `m` and `M` times
`∑ l p` if every positive `l k` is at least `m` and every `l k` is at most `M`. -/
theorem weighted_bounds {l p : ι → ℝ} {m M : ℝ} (hl : ∀ k, 0 ≤ l k) (hp : ∀ k, 0 ≤ p k)
    (hm : ∀ k, 0 < l k → m ≤ l k) (hM : ∀ k, l k ≤ M) :
    m * ∑ k, l k * p k ≤ ∑ k, l k ^ 2 * p k ∧
      ∑ k, l k ^ 2 * p k ≤ M * ∑ k, l k * p k := by
  rw [Finset.mul_sum, Finset.mul_sum]
  constructor
  · refine Finset.sum_le_sum fun k _ => ?_
    rcases (hl k).eq_or_lt with h | h
    · simp [← h]
    · nlinarith [mul_le_mul_of_nonneg_right (hm k h) (mul_nonneg (hl k) (hp k))]
  · refine Finset.sum_le_sum fun k _ => ?_
    nlinarith [mul_le_mul_of_nonneg_right (hM k) (mul_nonneg (hl k) (hp k))]

/-- A nonzero overlap matrix has a smallest positive eigenvalue and a largest eigenvalue. -/
theorem exists_extreme_eigenvalues (v : ι → E) (hS : overlap v ≠ 0) :
    ∃ m M : ℝ, IsLeast {μ | 0 < μ ∧ IsOverlapEigenvalue v μ} m ∧
      IsGreatest {μ | IsOverlapEigenvalue v μ} M := by
  obtain ⟨l, hl, hx⟩ := spectral_resolution v
  -- if all eigenvalues vanished, every vector of the family would be zero
  have hpos : ∃ k, 0 < l k := by
    by_contra hcon
    have h0 : ∀ k, l k = 0 := fun k =>
      le_antisymm (not_lt.mp fun h => hcon ⟨k, h⟩) (hl k).1
    have hz : ∀ i, v i = 0 := by
      intro i
      obtain ⟨p, _, hn, _⟩ := hx (v i) (Submodule.subset_span ⟨i, rfl⟩)
      simpa [h0] using hn
    apply hS
    ext i j
    simp [overlap, hz]
  obtain ⟨k₁, hk₁⟩ := hpos
  obtain ⟨a, ha, hmin⟩ := (Finset.univ.filter fun k => 0 < l k).exists_min_image l
    ⟨k₁, by simp [hk₁]⟩
  obtain ⟨b, _, hmax⟩ := Finset.univ.exists_max_image l ⟨k₁, Finset.mem_univ _⟩
  have hap : 0 < l a := by simpa using ha
  have key : ∀ μ, 0 < μ → IsOverlapEigenvalue v μ → l a ≤ μ ∧ μ ≤ l b := by
    intro μ hμ he
    obtain ⟨x, hxs, hx0, hxc⟩ := eigenvalue_attained hμ he
    obtain ⟨p, hp, hn, hc⟩ := hx x hxs
    have h := weighted_bounds (m := l a) (M := l b) (fun k => (hl k).1) hp
      (fun k hk => hmin k (by simp [hk])) (fun k => hmax k (Finset.mem_univ k))
    rw [← hn, ← hc, hxc] at h
    have hq : 0 < ‖x‖ ^ 2 := pow_pos (norm_pos_iff.mpr hx0) 2
    exact ⟨le_of_mul_le_mul_right h.1 hq, le_of_mul_le_mul_right h.2 hq⟩
  refine ⟨l a, l b, ⟨⟨hap, (hl a).2⟩, fun μ h => (key μ h.1 h.2).1⟩,
    ⟨(hl b).2, fun μ h => ?_⟩⟩
  rcases le_or_gt μ 0 with h0 | h0
  · exact h0.trans (hl b).1
  · exact (key μ h0 h).2

/-- On the span of the family, the frame sum lies between the smallest positive and the
largest overlap eigenvalue times the squared norm, and nonzero vectors attain both bounds. -/
theorem overlap_frame_bounds {v : ι → E} {m M : ℝ}
    (hm : IsLeast {μ | 0 < μ ∧ IsOverlapEigenvalue v μ} m)
    (hM : IsGreatest {μ | IsOverlapEigenvalue v μ} M) :
    (∀ x ∈ Submodule.span ℂ (Set.range v),
      m * ‖x‖ ^ 2 ≤ frameSum v x ∧ frameSum v x ≤ M * ‖x‖ ^ 2) ∧
    (∃ x ∈ Submodule.span ℂ (Set.range v), x ≠ 0 ∧ frameSum v x = m * ‖x‖ ^ 2) ∧
    (∃ x ∈ Submodule.span ℂ (Set.range v), x ≠ 0 ∧ frameSum v x = M * ‖x‖ ^ 2) := by
  refine ⟨fun x hxs => ?_, eigenvalue_attained hm.1.1 hm.1.2,
    eigenvalue_attained (lt_of_lt_of_le hm.1.1 (hM.2 hm.1.2)) hM.1⟩
  obtain ⟨l, hl, hx⟩ := spectral_resolution v
  obtain ⟨p, hp, hn, hc⟩ := hx x hxs
  rw [hn, hc]
  exact weighted_bounds (fun k => (hl k).1) hp (fun k hk => hm.2 ⟨hk, (hl k).2⟩)
    (fun k => hM.2 (hl k).2)

/-- On the whole span the frame sum is at least `A` times and at most `B` times the squared norm of
the vector, exactly when `A` is at most the smallest positive overlap eigenvalue and `B` at least
the largest one. -/
theorem frame_bounds_iff {v : ι → E} {m M : ℝ}
    (hm : IsLeast {μ | 0 < μ ∧ IsOverlapEigenvalue v μ} m)
    (hM : IsGreatest {μ | IsOverlapEigenvalue v μ} M) (A B : ℝ) :
    (∀ x ∈ Submodule.span ℂ (Set.range v),
      A * ‖x‖ ^ 2 ≤ frameSum v x ∧ frameSum v x ≤ B * ‖x‖ ^ 2) ↔ A ≤ m ∧ M ≤ B := by
  obtain ⟨hb, ⟨x, hxs, hx0, hx⟩, ⟨y, hys, hy0, hy⟩⟩ := overlap_frame_bounds hm hM
  constructor
  · intro h
    have h1 := (h x hxs).1
    have h2 := (h y hys).2
    rw [hx] at h1
    rw [hy] at h2
    exact ⟨le_of_mul_le_mul_right h1 (pow_pos (norm_pos_iff.mpr hx0) 2),
      le_of_mul_le_mul_right h2 (pow_pos (norm_pos_iff.mpr hy0) 2)⟩
  · rintro ⟨hA, hB⟩ z hz
    exact ⟨(mul_le_mul_of_nonneg_right hA (sq_nonneg ‖z‖)).trans (hb z hz).1,
      (hb z hz).2.trans (mul_le_mul_of_nonneg_right hB (sq_nonneg ‖z‖))⟩

end

end OvercompleteFrameBounds
```

```lean
#print axioms OvercompleteFrameBounds.exists_extreme_eigenvalues
-- 'OvercompleteFrameBounds.exists_extreme_eigenvalues' depends on axioms: [propext, Classical.choice, Quot.sound]
#print axioms OvercompleteFrameBounds.overlap_frame_bounds
-- 'OvercompleteFrameBounds.overlap_frame_bounds' depends on axioms: [propext, Classical.choice, Quot.sound]
#print axioms OvercompleteFrameBounds.frame_bounds_iff
-- 'OvercompleteFrameBounds.frame_bounds_iff' depends on axioms: [propext, Classical.choice, Quot.sound]
```

## How the proof follows the calculation

`overlap_mulVec` is the formula for (S c)ᵢ, and `inner_synth` expands an inner product whose first argument is Σᵢ cᵢ vᵢ. In `eigenvector_frameSum`, the step `hi` records ⟨vᵢ, x⟩ = μ cᵢ, and `hn` derives the squared norm from it. That norm identity is calculated in the complex numbers and brought back to the reals by `exact_mod_cast`. `eigenvalue_attained` adds that x lies in the span and is nonzero, by the argument given above.

The diagonalisation is in `spectral_resolution`. There `hH` is Hermiticity, `b` is the orthonormal eigenbasis, and `hb` is its eigenvalue equation. The columns c and S c appear as the Euclidean vectors `C` and `y`. The step `hk` proves bₖ† S c = λₖ bₖ† c by writing the left side as an inner product of two expanded vectors and exchanging its arguments. Then `b.sum_inner_mul_inner` inserts the resolution of the identity for ‖x‖², while `b.sum_sq_norm_inner_right` is Parseval's identity for F(x). The theorem returns λₖ as `l k` and pₖ as `p k`.

`weighted_bounds` is the comparison of terms. It separates λₖ = 0 from λₖ > 0 for the lower bound, and `nlinarith` finishes each estimate from the inequality already multiplied by λₖ pₖ.

In `exists_extreme_eigenvalues`, a proof by contradiction supplies a positive `l k`. `exists_min_image` then selects the least positive value and `exists_max_image` the greatest value. The step `key` compares these with an arbitrary positive eigenvalue, using its attaining vector and cancelling ‖x‖² > 0. This covers every positive eigenvalue admitted by the definition, not only those listed by the chosen eigenbasis. An eigenvalue μ ≤ 0 is handled separately: it is at most the greatest `l k`, which is nonnegative.

`overlap_frame_bounds` combines the spectral formulas with `weighted_bounds` and calls `eigenvalue_attained` twice. For `frame_bounds_iff`, the forward direction tests A and B on the two attaining vectors and cancels their squared norms; the reverse direction chains the inequalities.
